# Ghost-state criterion for a finite Hermitian Hamiltonian with one separable projector

## Checking a pseudopotential channel for ghosts

After a pseudopotential has been put into separable form, each angular-momentum channel with a single projector can be checked for ghosts by comparing the reference level \(e\) with the two lowest eigenvalues of the local Hamiltonian. The reference level is meant to be the lowest in its channel, and a level below it is a ghost. Spurious levels above \(e\) are not detected by this check. For a finite Hermitian matrix with one projector, the comparison decides whether there is a level below \(e\), except when \(e\) coincides with the eigenvalue it is compared with.

In a calculation, let \(H_0\) be the radial local Hamiltonian as a matrix in an orthonormal basis, \(\delta V\) the Hermitian nonlocal correction, and \(\varphi\) the reference state, with \((H_0+\delta V)\varphi=e\varphi\). If \(\langle\varphi,\delta V\varphi\rangle\neq0\), set

\[
p=\delta V\varphi,\qquad E=\frac{1}{\langle\varphi,\delta V\varphi\rangle},\qquad H=H_0+E\,|p\rangle\langle p| .
\]

Then \(H\varphi=H_0\varphi+\delta V\varphi=e\varphi\), so \(e\) is a level of \(H\) by construction. The check diagonalises \(H_0\), reads off its two lowest eigenvalues \(a\le b\), and compares \(e\) with \(b\) if \(E>0\) or with \(a\) if \(E<0\). If the two numbers agree within numerical error, \(H\) itself should be diagonalised.

## The criterion and its Lean form

Let \(H_0\) be Hermitian on a complex space of finite dimension at least 2, with lowest eigenvalues \(a\le b\) counted with multiplicity. Let \(E\) be real, \(p\) any vector, and \(e\) a level of \(H=H_0+E|p\rangle\langle p|\).

- If \(E>0\) and \(e\ne b\), then \(H\) has a level below \(e\) exactly when \(b<e\).
- If \(E<0\) and \(e\ne a\), then \(H\) has a level below \(e\) exactly when \(a<e\).

These are `ghost_iff_of_pos` and `ghost_iff_of_neg`. In the file `T` is \(H_0\), `hT : T.IsSymmetric` says that it is Hermitian, and `sepHam T E p` is \(H\). The inner product is linear in its second argument, and `p` need not be normalised. `IsLevel` means that a nonzero eigenvector exists.

`TwoLowest hT a b` picks two distinct positions \(i\ne j\) in the list of eigenvalues, with values \(a\le b\), such that every position other than \(i\) carries at least \(b\). A degenerate ground level therefore gives \(a=b\). `exists_twoLowest` shows that such a pair exists in every dimension from 2 upwards.

The model has an ordinary eigenvalue problem. It doesn't cover the overlap operator of PAW or ultrasoft schemes, several projectors in one channel, or a continuous spectrum. That \(e\) is a level of \(H\) is a hypothesis, which the construction above supplies.

## Two facts about trial states

Write \(\langle x,Tx\rangle\) for the energy of an unnormalised state \(x\); the normalised value is \(\langle x,Tx\rangle/\|x\|^2\). The projector contributes

\[
\langle x,Hx\rangle=\langle x,H_0x\rangle+E\,|\langle p,x\rangle|^2 .
\]

**A trial state bounds a level.** Let \(T\) be any Hermitian operator with orthonormal eigenstates \(u_k\) and eigenvalues \(\tau_k\). For real \(c\),

\[
\langle x,Tx\rangle-c\|x\|^2=\sum_k(\tau_k-c)\,|\langle u_k,x\rangle|^2 .
\]

If \(x\neq0\) and all \(\tau_k>c\), the right side is positive. Hence a nonzero \(x\) with \(\langle x,Tx\rangle\le c\|x\|^2\) forces a level at most \(c\).

**Two eigenstates leave room for one condition.** Let \(v,w\) be nonzero orthogonal eigenstates of \(T\) with energies \(s,t\le c\), and let \(q\) be any vector. Choose \((\alpha,\beta)=(1,0)\) if \(\langle q,v\rangle=0\), and \((\langle q,w\rangle,-\langle q,v\rangle)\) otherwise. Then \(x=\alpha v+\beta w\) is orthogonal to \(q\), and

\[
\|x\|^2=|\alpha|^2\|v\|^2+|\beta|^2\|w\|^2>0,
\]
\[
\langle x,Tx\rangle=s|\alpha|^2\|v\|^2+t|\beta|^2\|w\|^2\le c\|x\|^2 .
\]

This applies to two levels \(\mu<e\) of \(H\) with \(c=e\): Hermiticity gives \((\mu-e)\langle v,w\rangle=0\), so their eigenstates are orthogonal.

## Repulsive and attractive projectors

From here on \(u_k\) are the eigenstates of \(H_0\), with \(u_i,u_j\) belonging to \(a,b\).

**Repulsive, \(E>0\).** If \(b<e\), combine \(u_i\) and \(u_j\) into a nonzero \(x\) orthogonal to \(p\). Then \(\langle x,Hx\rangle=\langle x,H_0x\rangle\le b\|x\|^2\), so \(H\) has a level at most \(b<e\).

Conversely, let \(\mu<e\) be a level and suppose \(e<b\). Combine the eigenstates of \(\mu\) and \(e\) into a nonzero \(x\) orthogonal to \(u_i\). The expansion for \(H_0\) has no \(i\) term, so

\[
b\|x\|^2\le\langle x,H_0x\rangle\le\langle x,Hx\rangle\le e\|x\|^2,
\]

which contradicts \(e<b\).

**Attractive, \(E<0\).** If \(a<e\), the ground state of \(H_0\) gives \(\langle u_i,Hu_i\rangle=a+E|\langle p,u_i\rangle|^2\le a\), so \(H\) has a level at most \(a<e\).

Conversely, let \(\mu<e\) be a level and suppose \(e<a\). Combine their eigenstates into a nonzero \(x\) orthogonal to \(p\). Then \(a\|x\|^2\le\langle x,H_0x\rangle=\langle x,Hx\rangle\le e\|x\|^2\), a contradiction.

## Why equality is excluded

Let \(H_0\) be two-dimensional with \(a<b\). If \(p\) is the normalised ground state, the levels of \(H\) are \(a+E\) and \(b\). For \(E>0\) and \(e=b\), there is a lower level when \(E<b-a\) and none otherwise. If \(p\) is the normalised upper state, the levels are \(a\) and \(b+E\). For \(E<0\) and \(e=a\), there is a lower level exactly when \(E<a-b\). For an arbitrary level \(e\) of \(H\), equality alone thus decides nothing. In the cases with a lower level, the eigenstate at \(e\) is orthogonal to \(p\). This can't happen for the reference state constructed in the first section, where \(\langle p,\varphi\rangle=\langle\varphi,\delta V\varphi\rangle\neq0\); the examples show why the theorems, which allow any level \(e\), need the exclusion.

## The Lean file

```lean
import Mathlib

open Module ComplexConjugate

namespace SeparableGhostStates

noncomputable section

variable {V : Type*} [NormedAddCommGroup V] [InnerProductSpace ℂ V]

/-- The separable Hamiltonian `H0 + E |p⟩⟨p|` with one projector `p` and real strength `E`. -/
def sepHam (T : V →ₗ[ℂ] V) (E : ℝ) (p : V) : V →ₗ[ℂ] V where
  toFun x := T x + ((E : ℂ) * inner ℂ p x) • p
  map_add' x y := by
    simp only [map_add, inner_add_right]
    module
  map_smul' c x := by
    simp only [map_smul, inner_smul_right, RingHom.id_apply]
    module

/-- The real number `e` is an energy level of `T`: some nonzero state satisfies `T ψ = e ψ`. -/
def IsLevel (T : V →ₗ[ℂ] V) (e : ℝ) : Prop :=
  ∃ x : V, x ≠ 0 ∧ T x = (e : ℂ) • x

/-- The real part of `⟨x, T x⟩`, the energy of the (not necessarily normalised) state `x`. -/
def meanEnergy (T : V →ₗ[ℂ] V) (x : V) : ℝ := (inner ℂ x (T x)).re

/-- The separable Hamiltonian is Hermitian when the local one is. -/
theorem sepHam_isSymmetric {T : V →ₗ[ℂ] V} (hT : T.IsSymmetric) (E : ℝ) (p : V) :
    (sepHam T E p).IsSymmetric := by
  intro x y
  change inner ℂ (T x + ((E : ℂ) * inner ℂ p x) • p) y
    = inner ℂ x (T y + ((E : ℂ) * inner ℂ p y) • p)
  have h := hT x y
  simp only [inner_add_left, inner_add_right, inner_smul_left, inner_smul_right, map_mul,
    Complex.conj_ofReal, inner_conj_symm, h]
  ring

/-- The projector term changes the energy of a state `x` by `E |⟨p, x⟩|²`. -/
theorem meanEnergy_sepHam (T : V →ₗ[ℂ] V) (E : ℝ) (p x : V) :
    meanEnergy (sepHam T E p) x = meanEnergy T x + E * ‖inner ℂ p x‖ ^ 2 := by
  change (inner ℂ x (T x + ((E : ℂ) * inner ℂ p x) • p)).re = (inner ℂ x (T x)).re + _
  rw [inner_add_right, inner_smul_right, ← inner_conj_symm x p, mul_assoc, Complex.mul_conj,
    Complex.normSq_eq_norm_sq, ← Complex.ofReal_mul, Complex.add_re, Complex.ofReal_re]

/-- Two orthogonal eigenstates with energies at most `c` can be superposed to a nonzero state `x`
that is orthogonal to a given `q` and satisfies `meanEnergy T x ≤ c ‖x‖²`. -/
theorem exists_trial {T : V →ₗ[ℂ] V} {v w : V} {s t c : ℝ} (q : V)
    (hv0 : v ≠ 0) (hw0 : w ≠ 0) (hv : T v = (s : ℂ) • v) (hw : T w = (t : ℂ) • w)
    (hs : s ≤ c) (ht : t ≤ c) (hvw : inner ℂ v w = 0) :
    ∃ x : V, x ≠ 0 ∧ inner ℂ q x = 0 ∧ meanEnergy T x ≤ c * ‖x‖ ^ 2 := by
  -- one linear condition on two coefficients
  obtain ⟨α, β, hαβ, hq⟩ : ∃ α β : ℂ, (α ≠ 0 ∨ β ≠ 0) ∧
      α * inner ℂ q v + β * inner ℂ q w = 0 := by
    by_cases h : inner ℂ q v = 0
    · exact ⟨1, 0, Or.inl one_ne_zero, by rw [h]; ring⟩
    · exact ⟨inner ℂ q w, -inner ℂ q v, Or.inr (neg_ne_zero.2 h), by ring⟩
  have hwv : inner ℂ w v = 0 := by rw [← inner_conj_symm, hvw, map_zero]
  have nsq : ∀ y : V, inner ℂ y y = ((‖y‖ ^ 2 : ℝ) : ℂ) := fun y => by
    rw [Complex.ofReal_pow]
    exact inner_self_eq_norm_sq_to_K y
  have key : ∀ s t : ℝ, (inner ℂ (α • v + β • w) ((s : ℂ) • α • v + (t : ℂ) • β • w)).re
      = s * (‖α‖ ^ 2 * ‖v‖ ^ 2) + t * (‖β‖ ^ 2 * ‖w‖ ^ 2) := fun s t => by
    simp only [inner_add_left, inner_add_right, inner_smul_left, inner_smul_right, hvw, hwv,
      nsq, Complex.sq_norm, Complex.normSq_apply, Complex.add_re, Complex.add_im,
      Complex.mul_re, Complex.mul_im, Complex.conj_re, Complex.conj_im, Complex.ofReal_re,
      Complex.ofReal_im, Complex.zero_re, Complex.zero_im]
    ring
  have hn : ‖α • v + β • w‖ ^ 2 = ‖α‖ ^ 2 * ‖v‖ ^ 2 + ‖β‖ ^ 2 * ‖w‖ ^ 2 := by
    have h := key 1 1
    rw [Complex.ofReal_one, one_smul, one_smul, nsq, Complex.ofReal_re] at h
    linarith
  have hE : meanEnergy T (α • v + β • w)
      = s * (‖α‖ ^ 2 * ‖v‖ ^ 2) + t * (‖β‖ ^ 2 * ‖w‖ ^ 2) := by
    rw [← key s t, meanEnergy, map_add, map_smul, map_smul, hv, hw, smul_comm α, smul_comm β]
  have hv1 : 0 < ‖v‖ := norm_pos_iff.2 hv0
  have hw1 : 0 < ‖w‖ := norm_pos_iff.2 hw0
  have hpos : 0 < ‖α‖ ^ 2 * ‖v‖ ^ 2 + ‖β‖ ^ 2 * ‖w‖ ^ 2 := by
    rcases hαβ with h | h
    · have := norm_pos_iff.2 h
      positivity
    · have := norm_pos_iff.2 h
      positivity
  refine ⟨α • v + β • w, ?_, ?_, ?_⟩
  · intro h
    rw [h, norm_zero] at hn
    linarith
  · rw [inner_add_right, inner_smul_right, inner_smul_right, hq]
  · rw [hE, hn, mul_add]
    gcongr

/-- If a Hermitian `T` has levels `μ < e`, then for every `q` some nonzero state orthogonal to `q`,
call it `x`, satisfies `meanEnergy T x ≤ e ‖x‖²`. -/
theorem exists_trial_of_two_levels {T : V →ₗ[ℂ] V} (hT : T.IsSymmetric) {μ e : ℝ}
    (hμ : IsLevel T μ) (he : IsLevel T e) (h : μ < e) (q : V) :
    ∃ x : V, x ≠ 0 ∧ inner ℂ q x = 0 ∧ meanEnergy T x ≤ e * ‖x‖ ^ 2 := by
  obtain ⟨v, hv0, hv⟩ := hμ
  obtain ⟨w, hw0, hw⟩ := he
  refine exists_trial q hv0 hw0 hv hw h.le le_rfl ?_
  -- eigenstates of different energy are orthogonal
  have h1 := hT v w
  rw [hv, hw, inner_smul_left, inner_smul_right, Complex.conj_ofReal] at h1
  have h2 : ((μ : ℂ) - e) * inner ℂ v w = 0 := by linear_combination h1
  refine (mul_eq_zero.1 h2).resolve_left (sub_ne_zero.2 ?_)
  exact fun h3 => h.ne (Complex.ofReal_injective h3)

/-- If the projector is a normalised eigenstate `u` of `H0` with energy `a`, and `v` is an
orthogonal eigenstate with energy `b`, then `H0 + E |u⟩⟨u|` has the levels `a + E` and `b`. -/
theorem levels_of_eigenstate_projector {T : V →ₗ[ℂ] V} {u v : V} {a b : ℝ} (E : ℝ)
    (hu1 : ‖u‖ = 1) (hv0 : v ≠ 0) (huv : inner ℂ u v = 0)
    (hu : T u = (a : ℂ) • u) (hv : T v = (b : ℂ) • v) :
    IsLevel (sepHam T E u) (a + E) ∧ IsLevel (sepHam T E u) b := by
  refine ⟨⟨u, ?_, ?_⟩, ⟨v, hv0, ?_⟩⟩
  · intro h
    rw [h, norm_zero] at hu1
    exact zero_ne_one hu1
  · change T u + ((E : ℂ) * inner ℂ u u) • u = _
    have huu : inner ℂ u u = (1 : ℂ) := by
      rw [inner_self_eq_norm_sq_to_K, hu1]
      simp
    rw [hu, huu, Complex.ofReal_add]
    module
  · change T v + ((E : ℂ) * inner ℂ u v) • u = _
    rw [hv, huv, mul_zero, zero_smul, add_zero]

variable [FiniteDimensional ℂ V]

/-- `a ≤ b` are the two lowest eigenvalues of the Hermitian operator `T`, counted with
multiplicity. -/
def TwoLowest {T : V →ₗ[ℂ] V} (hT : T.IsSymmetric) (a b : ℝ) : Prop :=
  ∃ i j : Fin (finrank ℂ V), i ≠ j ∧ hT.eigenvalues rfl i = a ∧ hT.eigenvalues rfl j = b ∧
    a ≤ b ∧ ∀ k, k ≠ i → b ≤ hT.eigenvalues rfl k

/-- In dimension at least two, a Hermitian operator has two lowest eigenvalues. -/
theorem exists_twoLowest {T : V →ₗ[ℂ] V} (hT : T.IsSymmetric) (h : 2 ≤ finrank ℂ V) :
    ∃ a b : ℝ, TwoLowest hT a b := by
  have : Nontrivial (Fin (finrank ℂ V)) := Fin.nontrivial_iff_two_le.2 h
  obtain ⟨i, -, hi⟩ := Finset.exists_min_image Finset.univ (hT.eigenvalues rfl)
    ⟨⟨0, by omega⟩, Finset.mem_univ _⟩
  obtain ⟨m, hm⟩ := exists_ne i
  obtain ⟨j, hj, hmin⟩ := Finset.exists_min_image (Finset.univ.erase i) (hT.eigenvalues rfl)
    ⟨m, Finset.mem_erase.2 ⟨hm, Finset.mem_univ _⟩⟩
  exact ⟨_, _, i, j, (Finset.ne_of_mem_erase hj).symm, rfl, rfl, hi j (Finset.mem_univ _),
    fun k hk => hmin k (Finset.mem_erase.2 ⟨hk, Finset.mem_univ _⟩)⟩

/-- `meanEnergy T x - c ‖x‖²` is the sum of the eigenvalues relative to `c`, weighted by the squared
overlaps with the eigenstates. -/
theorem meanEnergy_sub_eq_sum {T : V →ₗ[ℂ] V} (hT : T.IsSymmetric) (c : ℝ) (x : V) :
    meanEnergy T x - c * ‖x‖ ^ 2 = ∑ k, (hT.eigenvalues rfl k - c) *
      ‖inner ℂ (hT.eigenvectorBasis rfl k) x‖ ^ 2 := by
  have hx : ‖x‖ ^ 2 = (inner ℂ x x).re := (inner_self_eq_norm_sq (𝕜 := ℂ) x).symm
  rw [hx, meanEnergy, ← (hT.eigenvectorBasis rfl).sum_inner_mul_inner x (T x),
    ← (hT.eigenvectorBasis rfl).sum_inner_mul_inner x x, Complex.re_sum, Complex.re_sum,
    Finset.mul_sum, ← Finset.sum_sub_distrib]
  refine Finset.sum_congr rfl fun k _ => ?_
  have hB : T (hT.eigenvectorBasis rfl k)
      = ((hT.eigenvalues rfl k : ℝ) : ℂ) • hT.eigenvectorBasis rfl k :=
    hT.apply_eigenvectorBasis rfl k
  rw [← hT (hT.eigenvectorBasis rfl k) x, hB, inner_smul_left, Complex.conj_ofReal,
    ← inner_conj_symm x (hT.eigenvectorBasis rfl k)]
  generalize inner ℂ (hT.eigenvectorBasis rfl k) x = z
  simp only [Complex.mul_re, Complex.mul_im, Complex.conj_re, Complex.conj_im,
    Complex.ofReal_re, Complex.ofReal_im, Complex.sq_norm, Complex.normSq_apply]
  ring

/-- Variational principle: a nonzero trial state `x` with `meanEnergy T x ≤ c ‖x‖²` guarantees a
level at most `c`. -/
theorem exists_level_le {T : V →ₗ[ℂ] V} (hT : T.IsSymmetric) {c : ℝ} {x : V} (hx0 : x ≠ 0)
    (hx : meanEnergy T x ≤ c * ‖x‖ ^ 2) : ∃ μ : ℝ, μ ≤ c ∧ IsLevel T μ := by
  by_contra hno
  have hc : ∀ k, c < hT.eigenvalues rfl k := fun k => by
    by_contra hk
    exact hno ⟨_, not_lt.1 hk, hT.eigenvectorBasis rfl k,
      (hT.eigenvectorBasis rfl).orthonormal.ne_zero k, hT.apply_eigenvectorBasis rfl k⟩
  have hnn : ∀ k ∈ Finset.univ, 0 ≤ (hT.eigenvalues rfl k - c) *
      ‖inner ℂ (hT.eigenvectorBasis rfl k) x‖ ^ 2 := fun k _ =>
    mul_nonneg (sub_pos.2 (hc k)).le (sq_nonneg _)
  have hsum := meanEnergy_sub_eq_sum hT c x
  have hzero := (Finset.sum_eq_zero_iff_of_nonneg hnn).1
    (le_antisymm (by linarith) (Finset.sum_nonneg hnn))
  -- all overlaps vanish, so the trial state vanishes
  apply hx0
  apply (inner_self_eq_zero (𝕜 := ℂ)).1
  rw [← (hT.eigenvectorBasis rfl).sum_inner_mul_inner x x]
  refine Finset.sum_eq_zero fun k hk => ?_
  have h1 := (mul_eq_zero.1 (hzero k hk)).resolve_left (sub_pos.2 (hc k)).ne'
  rw [norm_eq_zero.1 (pow_eq_zero_iff two_ne_zero |>.1 h1), mul_zero]

/-- Ghost criterion for a repulsive projector: a level `e ≠ b` of `H0 + E |p⟩⟨p|` with `E > 0`
has another level below it exactly when `e` exceeds the second lowest eigenvalue `b` of `H0`. -/
theorem ghost_iff_of_pos {T : V →ₗ[ℂ] V} (hT : T.IsSymmetric) {a b E e : ℝ} {p : V}
    (hab : TwoLowest hT a b) (hE : 0 < E) (he : IsLevel (sepHam T E p) e) (hne : e ≠ b) :
    (∃ μ : ℝ, μ < e ∧ IsLevel (sepHam T E p) μ) ↔ b < e := by
  obtain ⟨i, j, hij, hi, hj, hle, hk⟩ := hab
  constructor
  · rintro ⟨μ, hμe, hμ⟩
    by_contra hlt
    have heb : e < b := lt_of_le_of_ne (not_lt.1 hlt) hne
    -- a nonzero x with energy at most e ‖x‖² under H, orthogonal to the ground state of H0
    obtain ⟨x, hx0, hq, hx⟩ := exists_trial_of_two_levels (sepHam_isSymmetric hT E p) hμ he hμe
      (hT.eigenvectorBasis rfl i)
    have h1 : 0 ≤ meanEnergy T x - b * ‖x‖ ^ 2 := by
      rw [meanEnergy_sub_eq_sum hT]
      refine Finset.sum_nonneg fun k _ => ?_
      by_cases hki : k = i
      · rw [hki, hq]
        simp
      · exact mul_nonneg (sub_nonneg.2 (hk k hki)) (sq_nonneg _)
    rw [meanEnergy_sepHam] at hx
    have h2 : 0 < ‖x‖ ^ 2 := pow_pos (norm_pos_iff.2 hx0) 2
    nlinarith [mul_nonneg hE.le (sq_nonneg ‖inner ℂ p x‖), mul_pos (sub_pos.2 heb) h2]
  · intro hbe
    -- a mixture of the two lowest states of H0 that the projector does not see
    obtain ⟨x, hx0, hq, hx⟩ := exists_trial (T := T) p
      ((hT.eigenvectorBasis rfl).orthonormal.ne_zero i)
      ((hT.eigenvectorBasis rfl).orthonormal.ne_zero j)
      (hT.apply_eigenvectorBasis rfl i) (hT.apply_eigenvectorBasis rfl j)
      (hi.le.trans hle) hj.le ((hT.eigenvectorBasis rfl).orthonormal.2 hij)
    obtain ⟨μ, hμ, hl⟩ := exists_level_le (sepHam_isSymmetric hT E p) (c := b) hx0 (by
      rw [meanEnergy_sepHam, hq, norm_zero]
      linarith)
    exact ⟨μ, hμ.trans_lt hbe, hl⟩

/-- Ghost criterion for an attractive projector: a level `e ≠ a` of `H0 + E |p⟩⟨p|` with `E < 0`
has another level below it exactly when `e` exceeds the lowest eigenvalue `a` of `H0`. -/
theorem ghost_iff_of_neg {T : V →ₗ[ℂ] V} (hT : T.IsSymmetric) {a b E e : ℝ} {p : V}
    (hab : TwoLowest hT a b) (hE : E < 0) (he : IsLevel (sepHam T E p) e) (hne : e ≠ a) :
    (∃ μ : ℝ, μ < e ∧ IsLevel (sepHam T E p) μ) ↔ a < e := by
  obtain ⟨i, j, hij, hi, hj, hle, hk⟩ := hab
  constructor
  · rintro ⟨μ, hμe, hμ⟩
    by_contra hlt
    have hea : e < a := lt_of_le_of_ne (not_lt.1 hlt) hne
    -- a nonzero x with energy at most e ‖x‖² under H that the projector does not see
    obtain ⟨x, hx0, hq, hx⟩ :=
      exists_trial_of_two_levels (sepHam_isSymmetric hT E p) hμ he hμe p
    have h1 : 0 ≤ meanEnergy T x - a * ‖x‖ ^ 2 := by
      rw [meanEnergy_sub_eq_sum hT]
      refine Finset.sum_nonneg fun k _ => mul_nonneg (sub_nonneg.2 ?_) (sq_nonneg _)
      by_cases hki : k = i
      · rw [hki, hi]
      · exact hle.trans (hk k hki)
    rw [meanEnergy_sepHam, hq, norm_zero] at hx
    have h2 : 0 < ‖x‖ ^ 2 := pow_pos (norm_pos_iff.2 hx0) 2
    nlinarith [mul_pos (sub_pos.2 hea) h2]
  · intro hae
    -- the ground state of H0 is the trial state
    have hB : T (hT.eigenvectorBasis rfl i) = (a : ℂ) • hT.eigenvectorBasis rfl i := by
      rw [← hi]
      exact hT.apply_eigenvectorBasis rfl i
    have hn : ‖hT.eigenvectorBasis rfl i‖ = 1 := (hT.eigenvectorBasis rfl).orthonormal.1 i
    have hm : meanEnergy T (hT.eigenvectorBasis rfl i) = a := by
      rw [meanEnergy, hB, inner_smul_right, inner_self_eq_norm_sq_to_K, hn]
      simp
    obtain ⟨μ, hμ, hl⟩ := exists_level_le (sepHam_isSymmetric hT E p) (c := a)
      ((hT.eigenvectorBasis rfl).orthonormal.ne_zero i) (by
        rw [meanEnergy_sepHam, hm, hn]
        nlinarith [mul_nonneg (neg_pos.2 hE).le
          (sq_nonneg ‖inner ℂ p (hT.eigenvectorBasis rfl i)‖)])
    exact ⟨μ, hμ.trans_lt hae, hl⟩

end

end SeparableGhostStates
```

```lean
#print axioms SeparableGhostStates.levels_of_eigenstate_projector
#print axioms SeparableGhostStates.exists_twoLowest
#print axioms SeparableGhostStates.ghost_iff_of_pos
#print axioms SeparableGhostStates.ghost_iff_of_neg
```

```
'SeparableGhostStates.levels_of_eigenstate_projector' depends on axioms: [propext, Classical.choice, Quot.sound]
'SeparableGhostStates.exists_twoLowest' depends on axioms: [propext, Classical.choice, Quot.sound]
'SeparableGhostStates.ghost_iff_of_pos' depends on axioms: [propext, Classical.choice, Quot.sound]
'SeparableGhostStates.ghost_iff_of_neg' depends on axioms: [propext, Classical.choice, Quot.sound]
```

## How the proof follows the derivation

`meanEnergy_sepHam` is the projector formula, and `sepHam_isSymmetric` lets the variational argument be applied to \(H\) as well as \(H_0\).

`meanEnergy_sub_eq_sum` obtains the eigenvalue expansion by inserting the complete eigenbasis with `sum_inner_mul_inner` and moving `T` across the inner product by symmetry. `exists_level_le` then argues by contradiction: if all eigenvalues exceed \(c\), a sum of nonnegative terms is at most zero, so every overlap vanishes and \(x=0\).

`exists_trial` builds the superposition. Its intermediate identity `key` is proved for arbitrary real energies; the values 1 and 1 give the norm, and the actual eigenvalues give the energy. `exists_trial_of_two_levels` adds the orthogonality of eigenstates with different energies.

Each ghost theorem splits the equivalence with `constructor`. The first half assumes a lower level, uses the excluded equality to get a strict inequality, and lets `nlinarith` find the contradiction between the two energy bounds. The second half passes the trial state to `exists_level_le`. `levels_of_eigenstate_projector` shows that the values named in the equality examples are levels, with the roles of the two eigenstates exchanged for the second one. That there are no others isn't part of the Lean statement; it holds because the two eigenstates span the two-dimensional space.
